# Two lossless, partially transmitting barriers can transmit a coherent wave perfectly exactly when they are equally transparent

If I add probabilities instead of amplitudes, I generally get the wrong answer for a particle that crosses two barriers in a row without losing its phase coherence. Take two barriers that each let through one particle in a hundred and reflect the rest. Summing the probabilities of all the bouncing paths gives a total transmission of about one half of one per cent, whatever the spacing. Yet a coherent wave can pass through this pair with certainty, if the phase gathered in one round trip between the barriers is right.

I know the claim in this form. Let the barriers absorb nothing, and let their transmission probabilities \(T_1\) and \(T_2\) lie strictly between 0 and 1. The best transmission over all round-trip phases is 1 if \(T_1=T_2\) and less than 1 otherwise. When both barriers become very opaque at a fixed ratio \(T_1/T_2\), it tends to a value set by that ratio alone. Can this be derived from the sum over paths, with the convergence, the maximum and the opaque limit all checked by a proof assistant?

## From bouncing paths to the resonance peak

Yes. Write \(R_j=1-T_j\) for the reflection probabilities, so that nothing is absorbed. A wave that goes straight through both barriers has an amplitude of modulus \(\sqrt{T_1}\sqrt{T_2}\). A wave that first makes a round trip between them is reflected once at each barrier, which multiplies its amplitude by a factor of modulus
\[
s=\sqrt{R_1R_2}.
\]
Let \(\theta\) be the total phase of one round trip, from propagation and from both reflections. Up to a phase common to all paths, which does not affect probabilities, the wave that leaves after \(n\) round trips has amplitude
\[
A_n=\sqrt{T_1}\sqrt{T_2}\,\bigl(s\,e^{i\theta}\bigr)^n,\qquad n=0,1,2,\dots
\]

**The sum.** Both \(R_j\) are positive, so \(s>0\). Also
\[
1-R_1R_2=T_1+T_2(1-T_1)>0,
\]
so \(s<1\). The geometric series therefore converges, and the transmission probability is
\[
T(\theta)=\Bigl|\sum_{n\ge 0}A_n\Bigr|^2=\frac{T_1T_2}{|1-s\,e^{i\theta}|^2}.
\]

**The best phase.** Expanding the denominator gives
\[
|1-s\,e^{i\theta}|^2=(1-s\cos\theta)^2+s^2\sin^2\theta=1-2s\cos\theta+s^2=(1-s)^2+2s(1-\cos\theta).
\]
The last term is never negative and, since \(s>0\), vanishes only when \(\cos\theta=1\). The greatest transmission is therefore
\[
P=\frac{T_1T_2}{(1-s)^2},
\]
and it is reached exactly when the round-trip phase is a multiple of \(2\pi\).

**The shortfall from 1.** With \(T_j=1-R_j\) and \(s^2=R_1R_2\),
\[
(1-s)^2-T_1T_2=1-2s+R_1R_2-(1-R_1-R_2+R_1R_2)=R_1+R_2-2s=\bigl(\sqrt{R_1}-\sqrt{R_2}\bigr)^2.
\]
Dividing by \((1-s)^2\) gives
\[
1-P=\frac{(\sqrt{R_1}-\sqrt{R_2})^2}{(1-s)^2}.
\]
This is zero exactly when \(R_1=R_2\), that is, when \(T_1=T_2\).

**Opaque barriers.** Put \(T_1=c\,b_1\) and \(T_2=c\,b_2\) with fixed \(b_1,b_2>0\), and let \(c\) decrease to 0. The numbers \(b_j\) fix the relative transparency, while \(c\) makes both barriers opaque together. This is roughly what happens when two thick barriers of equal height are thickened by the same amount. Numerator and denominator of \(P\) both tend to zero, but
\[
(1-s)(1+s)=1-(1-cb_1)(1-cb_2)=c\,(b_1+b_2-c\,b_1b_2).
\]
Solving for \(1-s\) and inserting it in \(P\) cancels \(c^2\):
\[
P=\frac{b_1b_2(1+s)^2}{(b_1+b_2-c\,b_1b_2)^2}\;\longrightarrow\;\frac{4b_1b_2}{(b_1+b_2)^2},
\]
because \(s\to1\). Equal barriers give 1, and a ratio of three to one gives \(3/4\).

At the opposite extreme, let the second barrier fade away, \(T_2\to1\) at fixed \(T_1\). Then \(s\to0\), and the formula for \(T(\theta)\) tends to \(T_1\) at every phase, as it should for a single barrier.

## The barriers as Lean objects

The real numbers `T₁`, `T₂` and `θ` are the two transmission probabilities and the round-trip phase. The definition `roundTrip` is \(s\), `pathAmplitude` is \(A_n\), and `transmission` is the squared norm of the infinite sum of the \(A_n\). The closed formula for \(T(\theta)\) is thus a theorem, `transmission_eq`, and not a definition. Lean's `∑'` returns 0 for a series that does not converge, but `hasSum_pathAmplitude` proves convergence here.

The hypothesis `T₁ ∈ Set.Ioo (0 : ℝ) 1` says \(0<T_1<1\), and likewise for `T₂`. The definition `peak` is only the expression \(T_1T_2/(1-s)^2\). That it deserves its name is the content of `isGreatest_peak`: the value belongs to the set of all transmissions as `θ` runs over the real numbers, and no member of that set exceeds it. The theorem `transmission_eq_peak_iff` identifies the phases that reach it, and `peak_eq_one_iff` says that it equals 1 if and only if `T₁ = T₂`.

In `tendsto_peak_opaque`, the filter `𝓝[>] 0` means that `c` approaches 0 through positive values. No upper bound on `c` is assumed, since a limit depends only on small `c`, for which both `c * b₁` and `c * b₂` are below 1.

The path amplitudes are the physical input: they are postulated, not obtained from a Schrödinger equation with a given potential. The model has one channel, full coherence and no absorption. It also treats `θ` as free while `T₁` and `T₂` stay fixed. In a real structure all three vary with energy, so the peak is a bound at given single-barrier transmissions, and at an energy where a particular structure has those transmissions its round-trip phase need not be a multiple of \(2\pi\).

Within this non-interacting, single-channel model, the result helps in reading computed transmission curves for double-barrier structures: if the two barriers transmit unequally at the energy of a resonance peak, a peak height below 1 is physical and does not by itself point to a numerical error.

```lean
import Mathlib

open Filter Topology

namespace DoubleBarrierResonance

noncomputable section

/-- The factor `s = √(R₁ R₂)`, with `R_j = 1 - T_j`, by which the modulus of the amplitude
changes in one round trip between barriers of transmission probabilities `T₁, T₂` in `[0, 1]`. -/
def roundTrip (T₁ T₂ : ℝ) : ℝ := √((1 - T₁) * (1 - T₂))

/-- For barriers of transmission probabilities `T₁, T₂` in `[0, 1]`, the amplitude, up to a phase
common to all paths, of the wave transmitted through both barriers after `n` internal round trips,
each of which contributes the phase `θ`. -/
def pathAmplitude (T₁ T₂ θ : ℝ) (n : ℕ) : ℂ :=
  ((√T₁ * √T₂ : ℝ) : ℂ) * ((roundTrip T₁ T₂ : ℂ) * Complex.exp (θ * Complex.I)) ^ n

/-- The transmission probability of the double barrier: the squared modulus of the sum of all
path amplitudes, for `T₁, T₂` strictly between 0 and 1. -/
def transmission (T₁ T₂ θ : ℝ) : ℝ := ‖∑' n, pathAmplitude T₁ T₂ θ n‖ ^ 2

/-- The expression `T₁ T₂ / (1 - s)²`, for `T₁, T₂` strictly between 0 and 1. -/
def peak (T₁ T₂ : ℝ) : ℝ := T₁ * T₂ / (1 - roundTrip T₁ T₂) ^ 2

variable {T₁ T₂ : ℝ}

/-- For barriers with transmission strictly between 0 and 1, the round-trip factor also lies
strictly between 0 and 1. -/
theorem roundTrip_mem (h₁ : T₁ ∈ Set.Ioo (0 : ℝ) 1) (h₂ : T₂ ∈ Set.Ioo (0 : ℝ) 1) :
    roundTrip T₁ T₂ ∈ Set.Ioo (0 : ℝ) 1 := by
  refine ⟨Real.sqrt_pos.mpr (mul_pos (sub_pos.2 h₁.2) (sub_pos.2 h₂.2)), ?_⟩
  unfold roundTrip
  rw [Real.sqrt_lt' one_pos]
  nlinarith [mul_pos h₂.1 (sub_pos.2 h₁.2), h₁.1]

/-- For barriers with transmission strictly between 0 and 1, the path amplitudes form a
convergent series with sum `√T₁ √T₂ / (1 - s exp(iθ))`. -/
theorem hasSum_pathAmplitude (h₁ : T₁ ∈ Set.Ioo (0 : ℝ) 1) (h₂ : T₂ ∈ Set.Ioo (0 : ℝ) 1)
    (θ : ℝ) :
    HasSum (pathAmplitude T₁ T₂ θ)
      (((√T₁ * √T₂ : ℝ) : ℂ) /
        (1 - (roundTrip T₁ T₂ : ℂ) * Complex.exp (θ * Complex.I))) := by
  have hs := roundTrip_mem h₁ h₂
  -- one round trip shrinks the amplitude by the factor s < 1
  have hn : ‖(roundTrip T₁ T₂ : ℂ) * Complex.exp (θ * Complex.I)‖ < 1 := by
    rw [norm_mul, Complex.norm_exp_ofReal_mul_I, mul_one, Complex.norm_real,
      Real.norm_eq_abs, abs_of_pos hs.1]
    exact hs.2
  rw [div_eq_mul_inv]
  exact (hasSum_geometric_of_norm_lt_one hn).mul_left _

/-- For barriers with transmission strictly between 0 and 1, the double barrier transmits
with probability `T₁ T₂ / |1 - s exp(iθ)|²`. -/
theorem transmission_eq (h₁ : T₁ ∈ Set.Ioo (0 : ℝ) 1) (h₂ : T₂ ∈ Set.Ioo (0 : ℝ) 1)
    (θ : ℝ) :
    transmission T₁ T₂ θ =
      T₁ * T₂ / ‖1 - (roundTrip T₁ T₂ : ℂ) * Complex.exp (θ * Complex.I)‖ ^ 2 := by
  unfold transmission
  rw [(hasSum_pathAmplitude h₁ h₂ θ).tsum_eq, norm_div, div_pow, Complex.norm_real,
    Real.norm_eq_abs, sq_abs, mul_pow, Real.sq_sqrt h₁.1.le, Real.sq_sqrt h₂.1.le]

/-- The squared distance of `s exp(iθ)` from 1 is `(1 - s)² + 2 s (1 - cos θ)`. -/
theorem norm_sq_denominator (s θ : ℝ) :
    ‖1 - (s : ℂ) * Complex.exp (θ * Complex.I)‖ ^ 2 =
      (1 - s) ^ 2 + 2 * s * (1 - Real.cos θ) := by
  rw [Complex.sq_norm, Complex.normSq_apply]
  simp only [Complex.sub_re, Complex.sub_im, Complex.one_re, Complex.one_im,
    Complex.re_ofReal_mul, Complex.im_ofReal_mul, Complex.exp_ofReal_mul_I_re,
    Complex.exp_ofReal_mul_I_im]
  linear_combination s ^ 2 * Real.sin_sq_add_cos_sq θ

/-- For barriers with transmission strictly between 0 and 1, the transmission equals
`T₁ T₂ / (1 - s)²` exactly at the phases with `cos θ = 1`. -/
theorem transmission_eq_peak_iff (h₁ : T₁ ∈ Set.Ioo (0 : ℝ) 1)
    (h₂ : T₂ ∈ Set.Ioo (0 : ℝ) 1) (θ : ℝ) :
    transmission T₁ T₂ θ = peak T₁ T₂ ↔ Real.cos θ = 1 := by
  obtain ⟨hs0, hs1⟩ := roundTrip_mem h₁ h₂
  have hP : 0 < (1 - roundTrip T₁ T₂) ^ 2 := pow_pos (sub_pos.2 hs1) 2
  have hq : 0 ≤ 2 * roundTrip T₁ T₂ * (1 - Real.cos θ) :=
    mul_nonneg (by linarith) (sub_nonneg.2 (Real.cos_le_one θ))
  rw [transmission_eq h₁ h₂, norm_sq_denominator, peak]
  constructor
  · intro h
    rw [div_eq_div_iff (by linarith) hP.ne'] at h
    have h' := mul_left_cancel₀ (mul_pos h₁.1 h₂.1).ne' h
    have h0 : 2 * roundTrip T₁ T₂ * (1 - Real.cos θ) = 0 := by linarith
    rcases mul_eq_zero.mp h0 with h3 | h3 <;> linarith
  · intro h
    rw [h, sub_self, mul_zero, add_zero]

/-- For barriers with transmission strictly between 0 and 1, the greatest transmission over
all phases is `T₁ T₂ / (1 - s)²`. -/
theorem isGreatest_peak (h₁ : T₁ ∈ Set.Ioo (0 : ℝ) 1) (h₂ : T₂ ∈ Set.Ioo (0 : ℝ) 1) :
    IsGreatest (Set.range (transmission T₁ T₂)) (peak T₁ T₂) := by
  obtain ⟨hs0, hs1⟩ := roundTrip_mem h₁ h₂
  refine ⟨⟨0, (transmission_eq_peak_iff h₁ h₂ 0).2 Real.cos_zero⟩, ?_⟩
  rintro _ ⟨θ, rfl⟩
  have hq : 0 ≤ 2 * roundTrip T₁ T₂ * (1 - Real.cos θ) :=
    mul_nonneg (by linarith) (sub_nonneg.2 (Real.cos_le_one θ))
  rw [transmission_eq h₁ h₂, norm_sq_denominator, peak]
  exact div_le_div_of_nonneg_left (mul_pos h₁.1 h₂.1).le
    (pow_pos (sub_pos.2 hs1) 2) (by linarith)

/-- For barriers with transmission strictly between 0 and 1, the peak transmission falls short
of 1 by `(√R₁ - √R₂)² / (1 - s)²`, where `R_j = 1 - T_j`. -/
theorem one_sub_peak (h₁ : T₁ ∈ Set.Ioo (0 : ℝ) 1) (h₂ : T₂ ∈ Set.Ioo (0 : ℝ) 1) :
    1 - peak T₁ T₂ = (√(1 - T₁) - √(1 - T₂)) ^ 2 / (1 - roundTrip T₁ T₂) ^ 2 := by
  have hne : (1 - roundTrip T₁ T₂) ^ 2 ≠ 0 :=
    (pow_pos (sub_pos.2 (roundTrip_mem h₁ h₂).2) 2).ne'
  have hs : roundTrip T₁ T₂ = √(1 - T₁) * √(1 - T₂) :=
    Real.sqrt_mul (sub_pos.2 h₁.2).le _
  have ha := Real.sq_sqrt (sub_pos.2 h₁.2).le
  have hb := Real.sq_sqrt (sub_pos.2 h₂.2).le
  rw [peak, eq_div_iff hne, sub_mul, one_mul, div_mul_cancel₀ _ hne, hs]
  linear_combination (-(1 - √(1 - T₂) ^ 2)) * ha - T₁ * hb

/-- For barriers with transmission strictly between 0 and 1, the peak transmission is 1 if and
only if the two barriers have equal transmission. -/
theorem peak_eq_one_iff (h₁ : T₁ ∈ Set.Ioo (0 : ℝ) 1) (h₂ : T₂ ∈ Set.Ioo (0 : ℝ) 1) :
    peak T₁ T₂ = 1 ↔ T₁ = T₂ := by
  have hne : (1 - roundTrip T₁ T₂) ^ 2 ≠ 0 :=
    (pow_pos (sub_pos.2 (roundTrip_mem h₁ h₂).2) 2).ne'
  have hd := one_sub_peak h₁ h₂
  constructor
  · intro h
    rw [h, sub_self, eq_comm, div_eq_zero_iff] at hd
    have h0 := pow_eq_zero_iff two_ne_zero |>.mp (hd.resolve_right hne)
    have ha := Real.sq_sqrt (sub_pos.2 h₁.2).le
    have hb := Real.sq_sqrt (sub_pos.2 h₂.2).le
    rw [sub_eq_zero.mp h0] at ha
    linarith
  · intro h
    subst h
    rw [sub_self, zero_pow two_ne_zero, zero_div] at hd
    linarith

/-- Opaque limit: for barriers with transmissions `c b₁` and `c b₂`, where `b₁, b₂ > 0`, the peak
transmission tends to `4 b₁ b₂ / (b₁ + b₂)²` as `c` decreases to 0. -/
theorem tendsto_peak_opaque {b₁ b₂ : ℝ} (hb₁ : 0 < b₁) (hb₂ : 0 < b₂) :
    Tendsto (fun c : ℝ => peak (c * b₁) (c * b₂)) (𝓝[>] 0)
      (𝓝 (4 * b₁ * b₂ / (b₁ + b₂) ^ 2)) := by
  have hb : 0 < b₁ + b₂ := add_pos hb₁ hb₂
  -- a form of the peak without the 0/0 at c = 0
  let g : ℝ → ℝ := fun c =>
    b₁ * b₂ * (1 + roundTrip (c * b₁) (c * b₂)) ^ 2 / (b₁ + b₂ - c * b₁ * b₂) ^ 2
  have hg : ContinuousAt g 0 := by
    refine ContinuousAt.div ?_ ?_ (pow_ne_zero 2 (by simpa using hb.ne'))
    · unfold roundTrip
      fun_prop
    · fun_prop
  have hg0 : g 0 = 4 * b₁ * b₂ / (b₁ + b₂) ^ 2 := by
    have h0 : roundTrip (0 * b₁) (0 * b₂) = 1 := by simp [roundTrip]
    change b₁ * b₂ * (1 + roundTrip (0 * b₁) (0 * b₂)) ^ 2 /
      (b₁ + b₂ - 0 * b₁ * b₂) ^ 2 = _
    rw [h0]
    simp only [zero_mul, sub_zero]
    ring
  have ht : Tendsto g (𝓝[>] 0) (𝓝 (4 * b₁ * b₂ / (b₁ + b₂) ^ 2)) := by
    rw [← hg0]
    exact hg.tendsto.mono_left nhdsWithin_le_nhds
  refine ht.congr' ?_
  filter_upwards [Ioo_mem_nhdsGT (one_div_pos.2 hb)] with c hc
  have hc1 : c * (b₁ + b₂) < 1 := (lt_div_iff₀ hb).mp hc.2
  have p₁ : 0 < c * b₁ := mul_pos hc.1 hb₁
  have p₂ : 0 < c * b₂ := mul_pos hc.1 hb₂
  have m₁ : c * b₁ < 1 := by linarith
  have m₂ : c * b₂ < 1 := by linarith
  obtain ⟨hs0, hs1⟩ := roundTrip_mem ⟨p₁, m₁⟩ ⟨p₂, m₂⟩
  have hsq : roundTrip (c * b₁) (c * b₂) ^ 2 = (1 - c * b₁) * (1 - c * b₂) :=
    Real.sq_sqrt (mul_pos (sub_pos.2 m₁) (sub_pos.2 m₂)).le
  change b₁ * b₂ * (1 + roundTrip (c * b₁) (c * b₂)) ^ 2 /
    (b₁ + b₂ - c * b₁ * b₂) ^ 2 = c * b₁ * (c * b₂) / (1 - roundTrip (c * b₁) (c * b₂)) ^ 2
  generalize roundTrip (c * b₁) (c * b₂) = s at hs0 hs1 hsq ⊢
  have key : (1 + s) * (1 - s) = c * (b₁ + b₂ - c * b₁ * b₂) := by
    linear_combination -hsq
  have hD : b₁ + b₂ - c * b₁ * b₂ ≠ 0 := by
    intro h
    rw [h, mul_zero] at key
    exact (mul_pos (by linarith) (sub_pos.2 hs1)).ne' key
  rw [div_eq_div_iff (pow_ne_zero 2 hD) (pow_ne_zero 2 (sub_pos.2 hs1).ne')]
  linear_combination
    b₁ * b₂ * ((1 + s) * (1 - s) + c * (b₁ + b₂ - c * b₁ * b₂)) * key

end

end DoubleBarrierResonance
```

```lean
#print axioms DoubleBarrierResonance.transmission_eq_peak_iff
-- 'DoubleBarrierResonance.transmission_eq_peak_iff' depends on axioms: [propext, Classical.choice, Quot.sound]
#print axioms DoubleBarrierResonance.isGreatest_peak
-- 'DoubleBarrierResonance.isGreatest_peak' depends on axioms: [propext, Classical.choice, Quot.sound]
#print axioms DoubleBarrierResonance.peak_eq_one_iff
-- 'DoubleBarrierResonance.peak_eq_one_iff' depends on axioms: [propext, Classical.choice, Quot.sound]
#print axioms DoubleBarrierResonance.tendsto_peak_opaque
-- 'DoubleBarrierResonance.tendsto_peak_opaque' depends on axioms: [propext, Classical.choice, Quot.sound]
```

## Where each step of the derivation sits in the code

`roundTrip_mem` proves \(0<s<1\). The lower bound is the positivity of a square root. For the upper bound, `Real.sqrt_lt'` reduces the goal to \(R_1R_2<1\), and `nlinarith` receives the two positive terms \(T_1\) and \(T_2(1-T_1)\) from the derivation.

`hasSum_pathAmplitude` sums the series. It first shows that \(s\,e^{i\theta}\) has norm \(s<1\), because the phase factor has norm 1. It then applies Mathlib's geometric series and multiplies by the constant \(\sqrt{T_1}\sqrt{T_2}\). `transmission_eq` takes the squared norm of that sum, where the square roots in the numerator become \(T_1T_2\).

`norm_sq_denominator` expands \(|1-s\,e^{i\theta}|^2\) into real and imaginary parts. The closing `linear_combination` uses \(\sin^2\theta+\cos^2\theta=1\), multiplied by \(s^2\). This lemma holds for every real `s`.

`transmission_eq_peak_iff` compares two fractions with the same numerator. In the forward direction it cross-multiplies and cancels \(T_1T_2\), which leaves \(2s(1-\cos\theta)=0\). Since \(s>0\), the cosine must be 1. In the other direction, substituting \(\cos\theta=1\) removes the extra term from the denominator.

`isGreatest_peak` has two parts. The phase \(\theta=0\) shows that the value is attained. For any other phase the denominator is at least \((1-s)^2\), and `div_le_div_of_nonneg_left` turns this into the upper bound on the transmission.

`one_sub_peak` is the shortfall identity. The proof splits \(s\) into \(\sqrt{R_1}\sqrt{R_2}\), clears the nonzero denominator, and lets `linear_combination` finish with the facts \((\sqrt{R_j})^2=R_j\). From it, `peak_eq_one_iff` follows as in the derivation. If the peak is 1, the squared difference vanishes, the two square roots agree, and squaring them gives \(T_1=T_2\). If the barriers are equal, the shortfall is zero.

`tendsto_peak_opaque` introduces the function `g`, which is the form of \(P\) after \(c^2\) has been cancelled. Its denominator at \(c=0\) is \((b_1+b_2)^2\), which is not zero, so `g` is continuous there, and its value is the stated limit. It remains to show that `g` and the peak agree for small positive `c`. The proof does this for \(0<c<1/(b_1+b_2)\), which keeps both transmissions strictly between 0 and 1.

The identity `key` is \((1+s)(1-s)=c(b_1+b_2-c\,b_1b_2)\). It also shows that \(b_1+b_2-c\,b_1b_2\) is nonzero, since the left side is positive. After cross-multiplication, the two sides differ by \(b_1b_2\) times a difference of squares,
\[
\bigl[(1+s)(1-s)\bigr]^2-\bigl[c(b_1+b_2-c\,b_1b_2)\bigr]^2,
\]
and the last `linear_combination` factors it as sum times difference. The difference is zero by `key`.
